# Opposite charges ∓ERD/2 at ∓(R²/D)u give the potential of a point dipole ER³u as D → ∞

The theorem `tendsto_imagePotential` concerns two image charges, −ERD/2 at −(R²/D)u and ERD/2 at (R²/D)u, whose potentials are charge over distance, as in Gaussian units. As D → ∞ and the observation point tends to a fixed r ≠ 0, their joint potential tends to ER³⟨r, u⟩/‖r‖³, the potential at r of a point dipole ER³u at the origin. Here E and R are any real numbers and u is any vector of a real inner product space; if u is a unit vector, the dipole moment has magnitude |ER³|. The proof takes the limit from `tendsto_dipole`, with t = 1/D and b = R²u, multiplies it by −ER/2, and then has to show that the resulting expression equals the image potential whenever D > 0.

As first written in Lean, the proof fails:

```lean
import Mathlib

open Filter Topology

namespace TendstoImagePotential

noncomputable section

variable {V : Type*} [NormedAddCommGroup V] [InnerProductSpace ℝ V]

/-- Coulomb potential at `x` of a point charge `q` at `s`, in Gaussian units, for `x ≠ s`. -/
def pointPotential (q : ℝ) (s x : V) : ℝ := q / ‖x - s‖

/-- Potential at `x` of the image charges `-Q R / D` at `-(R² / D) u` and `Q R / D` at
`(R² / D) u`, where `Q = E D² / 2`, for `D ≠ 0` and `x` away from both images. -/
def imagePotential (E R D : ℝ) (u x : V) : ℝ :=
  pointPotential (-(E * D ^ 2 / 2 * R / D)) (-((R ^ 2 / D) • u)) x
    + pointPotential (E * D ^ 2 / 2 * R / D) ((R ^ 2 / D) • u) x

/-- The potential at `a` of charges `1` at `-b` and `-1` at `b`, written as a single fraction, when
`a` is at neither charge. -/
theorem inverse_distance_difference (a b : V) (h₁ : a + b ≠ 0) (h₂ : a - b ≠ 0) :
    1 / ‖a + b‖ - 1 / ‖a - b‖
      = -4 * inner ℝ a b / (‖a + b‖ * ‖a - b‖ * (‖a + b‖ + ‖a - b‖)) := by
  have hp : 0 < ‖a + b‖ := norm_pos_iff.mpr h₁
  have hq : 0 < ‖a - b‖ := norm_pos_iff.mpr h₂
  have hne := (mul_pos (mul_pos hp hq) (add_pos hp hq)).ne'
  rw [div_sub_div _ _ hp.ne' hq.ne', div_eq_div_iff (mul_pos hp hq).ne' hne]
  -- the squared distances differ by four times the inner product
  linear_combination (‖a + b‖ * ‖a - b‖) * (norm_sub_sq_real a b - norm_add_sq_real a b)

/-- Point-dipole limit: for `a → a₀ ≠ 0`, `b → b₀` and nonzero `t → 0`, the potential at `a` of
charges `1 / t` at `-t b` and `-1 / t` at `t b` tends to `-2 ⟨a₀, b₀⟩ / ‖a₀‖³`. -/
theorem tendsto_dipole {ι : Type*} {l : Filter ι} {a b : ι → V} {t : ι → ℝ} {a₀ b₀ : V}
    (ha₀ : a₀ ≠ 0) (ha : Tendsto a l (𝓝 a₀)) (hb : Tendsto b l (𝓝 b₀))
    (ht : Tendsto t l (𝓝 0)) (ht₀ : ∀ᶠ i in l, t i ≠ 0) :
    Tendsto (fun i => (1 / ‖a i + t i • b i‖ - 1 / ‖a i - t i • b i‖) / t i) l
      (𝓝 (-2 * inner ℝ a₀ b₀ / ‖a₀‖ ^ 3)) := by
  have hp : Tendsto (fun i => a i + t i • b i) l (𝓝 a₀) := by
    simpa using ha.add (ht.smul hb)
  have hm : Tendsto (fun i => a i - t i • b i) l (𝓝 a₀) := by
    simpa using ha.sub (ht.smul hb)
  have hn : 0 < ‖a₀‖ := norm_pos_iff.mpr ha₀
  have hi : Tendsto (fun i => inner ℝ (a i) (b i)) l (𝓝 (inner ℝ a₀ b₀)) := ha.inner hb
  have hlim := (hi.const_mul (-4)).div
    ((hp.norm.mul hm.norm).mul (hp.norm.add hm.norm))
    (mul_pos (mul_pos hn hn) (add_pos hn hn)).ne'
  have heq : -2 * inner ℝ a₀ b₀ / ‖a₀‖ ^ 3
      = -4 * inner ℝ a₀ b₀ / (‖a₀‖ * ‖a₀‖ * (‖a₀‖ + ‖a₀‖)) := by
    rw [div_eq_div_iff (by positivity) (by positivity)]
    ring
  rw [heq]
  refine hlim.congr' ?_
  filter_upwards [ht₀, hp.eventually_ne ha₀, hm.eventually_ne ha₀] with i h₀ h₁ h₂
  rw [inverse_distance_difference _ _ h₁ h₂, real_inner_smul_right, div_right_comm]
  -- the separation cancels against the strength of the charges
  have hc : -4 * (t i * inner ℝ (a i) (b i)) / t i = -4 * inner ℝ (a i) (b i) := by
    rw [div_eq_iff h₀]
    ring
  rw [hc]
  rfl

/-- For `r ≠ 0`, the potential of the two images tends to the dipole potential
`E R³ ⟨r, u⟩ / ‖r‖³` as `D → ∞` and the observation point tends to `r`. -/
theorem tendsto_imagePotential (E R : ℝ) (u : V) {r : V} (hr : r ≠ 0) :
    Tendsto (fun p : ℝ × V => imagePotential E R p.1 u p.2) (atTop ×ˢ 𝓝 r)
      (𝓝 (E * R ^ 3 * inner ℝ r u / ‖r‖ ^ 3)) := by
  have hD : Tendsto (fun p : ℝ × V => p.1) (atTop ×ˢ 𝓝 r) atTop := tendsto_fst
  have hx : Tendsto (fun p : ℝ × V => p.2) (atTop ×ˢ 𝓝 r) (𝓝 r) := tendsto_snd
  have ht : Tendsto (fun p : ℝ × V => p.1⁻¹) (atTop ×ˢ 𝓝 r) (𝓝 0) :=
    tendsto_inv_atTop_zero.comp hD
  have h := (tendsto_dipole (b := fun _ => R ^ 2 • u) hr hx tendsto_const_nhds ht
    ((hD.eventually_gt_atTop 0).mono fun p hp => inv_ne_zero hp.ne')).const_mul (-(E * R / 2))
  have heq : -(E * R / 2) * (-2 * inner ℝ r (R ^ 2 • u) / ‖r‖ ^ 3)
      = E * R ^ 3 * inner ℝ r u / ‖r‖ ^ 3 := by
    rw [real_inner_smul_right]
    ring
  rw [heq] at h
  refine h.congr' ?_
  filter_upwards [hD.eventually_gt_atTop 0] with p hp
  have h₁ : p.2 - -((R ^ 2 / p.1) • u) = p.2 + p.1⁻¹ • (R ^ 2 • u) := by
    rw [smul_smul, sub_neg_eq_add, div_eq_inv_mul]
  have h₂ : p.2 - (R ^ 2 / p.1) • u = p.2 - p.1⁻¹ • (R ^ 2 • u) := by
    rw [smul_smul, div_eq_inv_mul]
  unfold imagePotential pointPotential
  rw [h₁, h₂]
  generalize ‖p.2 + p.1⁻¹ • (R ^ 2 • u)‖ = A
  generalize ‖p.2 - p.1⁻¹ • (R ^ 2 • u)‖ = B
  have hq : p.1 * p.1⁻¹ = 1 := mul_inv_cancel₀ hp.ne'
  linear_combination (E * R / 2 * (1 / A - 1 / B) * p.1) * hq

end

end TendstoImagePotential
```

Messages:

```
Main.lean:90:2: error: ring failed, ring expressions not equal
V : Type u_1
inst✝¹ : NormedAddCommGroup V
inst✝ : InnerProductSpace ℝ V
E R : ℝ
u r : V
hr : r ≠ 0
hD : Tendsto (fun p => p.1) (atTop ×ˢ 𝓝 r) atTop
hx : Tendsto (fun p => p.2) (atTop ×ˢ 𝓝 r) (𝓝 r)
ht : Tendsto (fun p => p.1⁻¹) (atTop ×ˢ 𝓝 r) (𝓝 0)
h :
  Tendsto (fun x => -(E * R / 2) * ((1 / ‖x.2 + x.1⁻¹ • R ^ 2 • u‖ - 1 / ‖x.2 - x.1⁻¹ • R ^ 2 • u‖) / x.1⁻¹))
    (atTop ×ˢ 𝓝 r) (𝓝 (E * R ^ 3 * inner ℝ r u / ‖r‖ ^ 3))
heq : -(E * R / 2) * (-2 * inner ℝ r (R ^ 2 • u) / ‖r‖ ^ 3) = E * R ^ 3 * inner ℝ r u / ‖r‖ ^ 3
p : ℝ × V
hp : 0 < p.1
h₁ : p.2 - -((R ^ 2 / p.1) • u) = p.2 + p.1⁻¹ • R ^ 2 • u
h₂ : p.2 - (R ^ 2 / p.1) • u = p.2 - p.1⁻¹ • R ^ 2 • u
A B : ℝ
hq : p.1 * p.1⁻¹ = 1
⊢ E * R * A⁻¹ * p.1 * (1 / 2) + E * R * A⁻¹ * p.1⁻¹⁻¹ * (-1 / 2) + E * R * B⁻¹ * p.1 * (-1 / 2) +
      E * R * B⁻¹ * p.1⁻¹⁻¹ * (1 / 2) =
    0
```

Cause. The error is in that last equality, where D is `p.1` and the two distances have been generalised to `A` and `B`. `linear_combination` subtracts the given multiple of `hq`, which says `p.1 * p.1⁻¹ = 1`, and leaves `ring` to show that the rest is zero.

The expression from `tendsto_dipole` is divided by t, which is `p.1⁻¹`, and `ring` turns this division into a factor `p.1⁻¹⁻¹`. The remaining goal has terms in `p.1` and terms in `p.1⁻¹⁻¹` with opposite coefficients. They would cancel if the two were identified, but `ring` has kept them apart, and `hq` does not mention the double inverse.

The added line, `simp only [div_inv_eq_mul]`, rewrites division by `p.1⁻¹` as multiplication by `p.1` beforehand. The double inverse then never arises, and the same `linear_combination`, whose coefficient was right all along, closes the goal.

The change, after which it compiles:

```diff
@@ -88,4 +88,5 @@
   generalize ‖p.2 - p.1⁻¹ • (R ^ 2 • u)‖ = B
   have hq : p.1 * p.1⁻¹ = 1 := mul_inv_cancel₀ hp.ne'
+  simp only [div_inv_eq_mul]
   linear_combination (E * R / 2 * (1 / A - 1 / B) * p.1) * hq
 
```
